# Pairing-field decoupling of one Hubbard site, with a Nambu determinant for the Fock trace

The fermion operators of the site are represented here by explicit $4\times4$ complex matrices, in the ordered basis $|0\rangle,|{\uparrow}\rangle,|{\downarrow}\rangle,|d\rangle$ with $|d\rangle=c_\uparrow^\dagger c_\downarrow^\dagger|0\rangle$. Lean numbers these states 0 to 3, and `Op n` is the type of $n\times n$ complex matrices.

```lean
import Mathlib

open Matrix
open NormedSpace (exp)
open Complex (cosh sinh)

namespace PairingHubbardStratonovich

noncomputable section

/-- Complex square matrices of size `n`. -/
abbrev Op (n : ℕ) := Matrix (Fin n) (Fin n) ℂ
```

This choice of $|d\rangle$ fixes the signs $c_\uparrow|d\rangle=|{\downarrow}\rangle$ and $c_\downarrow|d\rangle=-|{\uparrow}\rangle$.

```lean
/-- Annihilator of an up electron in the basis empty, up, down, doubly occupied. -/
def cUp : Op 4 := !![0, 1, 0, 0; 0, 0, 0, 0; 0, 0, 0, 1; 0, 0, 0, 0]

/-- Annihilator of a down electron in the same basis, with its Jordan-Wigner sign. -/
def cDn : Op 4 := !![0, 0, 1, 0; 0, 0, 0, -1; 0, 0, 0, 0; 0, 0, 0, 0]
```

Creators are conjugate transposes, written `ᴴ`. With $n_\sigma=c_\sigma^\dagger c_\sigma$, the operators needed are
$$D=c_\uparrow^\dagger c_\downarrow^\dagger+c_\downarrow c_\uparrow,\qquad N=n_\uparrow+n_\downarrow,\qquad I=(n_\uparrow-\tfrac12)(n_\downarrow-\tfrac12).$$

```lean
/-- The on-site pairing operator `D`: it creates or removes an up-down pair. -/
def pairing : Op 4 := cUpᴴ * cDnᴴ + cDn * cUp

/-- The total electron number `N` of the site. -/
def number : Op 4 := cUpᴴ * cUp + cDnᴴ * cDn

/-- The Hubbard interaction `(n_up - 1/2)(n_dn - 1/2)`. -/
def interaction : Op 4 := (cUpᴴ * cUp - (1 / 2 : ℂ) • 1) * (cDnᴴ * cDn - (1 / 2 : ℂ) • 1)
```

## Nambu form of a time slice

For $\Psi=(c_\uparrow,c_\downarrow^\dagger)^T$, the anticommutation relations give $D=\Psi^\dagger\sigma_x\Psi$ and $N-1=\Psi^\dagger\sigma_z\Psi$. A slice with pairing field $a$ and chemical field $m$ therefore has a Fock version $e^{aD}e^{m(N-1)}$ and a Nambu version $e^{a\sigma_x}e^{m\sigma_z}$. In Lean, the pair `p` holds $(a,m)$.

```lean
/-- The Pauli matrix `σx` in Nambu space. -/
def sigmaX : Op 2 := !![0, 1; 1, 0]

/-- The Pauli matrix `σz` in Nambu space. -/
def sigmaZ : Op 2 := !![1, 0; 0, -1]

/-- One time slice in Fock space, with pairing field `p.1` and chemical field `p.2`. -/
def fockSlice (p : ℂ × ℂ) : Op 4 := exp (p.1 • pairing) * exp (p.2 • (number - 1))

/-- The same time slice in Nambu space. -/
def nambuSlice (p : ℂ × ℂ) : Op 2 := exp (p.1 • sigmaX) * exp (p.2 • sigmaZ)
```

The two versions are linked by a map that places a $2\times2$ matrix $M$ on $(|d\rangle,|0\rangle)$, in that order, and leaves singly occupied states unchanged.

```lean
/-- The Fock-space operator that acts as `M` on the doubly occupied and empty states (in this
order) and as the identity on the singly occupied states. -/
def pairLift (M : Op 2) : Op 4 :=
  !![M 1 1, 0, 0, M 1 0; 0, 1, 0, 0; 0, 0, 1, 0; M 0 1, 0, 0, M 0 0]
```

## Matrices and exponentials

The relations $\{c_\sigma,c_{\sigma'}^\dagger\}=\delta_{\sigma\sigma'}$ and $\{c_\sigma,c_{\sigma'}\}=0$ are checked entry by entry; those omitted from the list follow by taking adjoints.

```lean
/-- The annihilators and their adjoints obey the canonical anticommutation relations. -/
theorem anticommutation :
    cUp * cUpᴴ + cUpᴴ * cUp = 1 ∧ cDn * cDnᴴ + cDnᴴ * cDn = 1 ∧
    cUp * cDn + cDn * cUp = 0 ∧ cUp * cDnᴴ + cDnᴴ * cUp = 0 ∧
    cUp * cUp = 0 ∧ cDn * cDn = 0 := by
  refine ⟨?_, ?_, ?_, ?_, ?_, ?_⟩ <;> ext i j <;> fin_cases i <;> fin_cases j <;>
    simp [cUp, cDn, Matrix.mul_apply, vecMul, dotProduct, Fin.sum_univ_succ]
```

Acting on the basis, $D$ exchanges $|0\rangle$ and $|d\rangle$ and annihilates the other two states, while
$$N=\mathrm{diag}(0,1,1,2),\qquad I=\tfrac14\,\mathrm{diag}(1,-1,-1,1).$$

```lean
/-- The matrices of the pairing operator, the electron number and the interaction. -/
theorem fock_matrices :
    pairing = !![0, 0, 0, 1; 0, 0, 0, 0; 0, 0, 0, 0; 1, 0, 0, 0] ∧
    number = diagonal ![0, 1, 1, 2] ∧
    interaction = diagonal ![1/4, -1/4, -1/4, 1/4] := by
  have hu : cUpᴴ * cUp = diagonal ![0, 1, 0, 1] := by
    ext i j; fin_cases i <;> fin_cases j <;> simp [cUp, Matrix.mul_apply, Fin.sum_univ_succ]
  have hd : cDnᴴ * cDn = diagonal ![0, 0, 1, 1] := by
    ext i j; fin_cases i <;> fin_cases j <;> simp [cDn, Matrix.mul_apply, Fin.sum_univ_succ]
  refine ⟨?_, ?_, ?_⟩
  · ext i j; fin_cases i <;> fin_cases j <;>
      simp [pairing, cUp, cDn, Matrix.mul_apply, Fin.sum_univ_succ]
  · rw [number, hu, hd]
    ext i j; fin_cases i <;> fin_cases j <;> norm_num
  · rw [interaction, hu, hd]
    ext i j; fin_cases i <;> fin_cases j <;> norm_num [sub_mul, mul_sub]
```

If $A=V\,\mathrm{diag}(d_i)\,W$ with $VW=1$, then $W=V^{-1}$ and $e^A=V\,\mathrm{diag}(e^{d_i})\,W$.

```lean
/-- A matrix diagonalised by `V` with inverse `W` is exponentiated through its eigenvalues. -/
theorem exp_of_diagonalization {n : ℕ} (V W A : Op n) (d : Fin n → ℂ)
    (h : V * W = 1) (hA : A = V * diagonal d * W) :
    exp A = V * diagonal (fun i => Complex.exp (d i)) * W := by
  have hV : IsUnit V := (isUnit_iff_isUnit_det V).2 (isUnit_det_of_right_inverse h)
  have hd : exp d = fun i => Complex.exp (d i) := by
    funext i
    rw [Pi.coe_exp, Complex.exp_eq_exp_ℂ]
  rw [hA, ← inv_eq_right_inv h, Matrix.exp_conj _ _ hV, Matrix.exp_diagonal, hd]
```

The eigenvectors of $D$ with eigenvalues $\pm1$ are $(|0\rangle\pm|d\rangle)/\sqrt2$; the code uses unnormalised columns and puts the factor $1/2$ in the inverse. Hence
$$e^{a\sigma_x}=\begin{pmatrix}\cosh a&\sinh a\\ \sinh a&\cosh a\end{pmatrix},\qquad e^{a\sigma_z}=\begin{pmatrix}e^a&0\\0&e^{-a}\end{pmatrix},$$
and $e^{aD}$, $e^{a(N-1)}$ are their lifts.

```lean
/-- The exponentials of `σx` and `σz` in closed form; those of `D` and `N - 1` are their lifts
to Fock space. -/
theorem exp_generators (a : ℂ) :
    exp (a • sigmaX) = !![cosh a, sinh a; sinh a, cosh a] ∧
    exp (a • sigmaZ) = !![Complex.exp a, 0; 0, Complex.exp (-a)] ∧
    exp (a • pairing) = pairLift (exp (a • sigmaX)) ∧
    exp (a • (number - 1)) = pairLift (exp (a • sigmaZ)) := by
  have hx : exp (a • sigmaX) = !![cosh a, sinh a; sinh a, cosh a] := by
    rw [exp_of_diagonalization !![1, 1; 1, -1] !![1/2, 1/2; 1/2, -1/2] _ ![a, -a]
      (by ext i j; fin_cases i <;> fin_cases j <;> norm_num)
      (by ext i j; fin_cases i <;> fin_cases j <;> simp [sigmaX, vecMul_diagonal,
        Matrix.mul_apply, Fin.sum_univ_succ] <;> ring)]
    ext i j; fin_cases i <;> fin_cases j <;>
      simp [Complex.cosh, Complex.sinh, vecMul_diagonal, Matrix.mul_apply,
        Fin.sum_univ_succ] <;> ring
  have hz : exp (a • sigmaZ) = !![Complex.exp a, 0; 0, Complex.exp (-a)] := by
    rw [exp_of_diagonalization 1 1 _ ![a, -a] (one_mul 1)
      (by ext i j; fin_cases i <;> fin_cases j <;> simp [sigmaZ])]
    ext i j; fin_cases i <;> fin_cases j <;> simp
  refine ⟨hx, hz, ?_, ?_⟩
  · -- the eigenvectors of `D` mix the empty and the doubly occupied state
    rw [hx, fock_matrices.1, exp_of_diagonalization
      !![1, 0, 0, 1; 0, 1, 0, 0; 0, 0, 1, 0; 1, 0, 0, -1]
      !![1/2, 0, 0, 1/2; 0, 1, 0, 0; 0, 0, 1, 0; 1/2, 0, 0, -1/2] _ ![a, 0, 0, -a]
      (by ext i j; fin_cases i <;> fin_cases j <;> norm_num)
      (by ext i j; fin_cases i <;> fin_cases j <;> simp [vecMul_diagonal,
        Matrix.mul_apply, Fin.sum_univ_succ] <;> ring)]
    ext i j; fin_cases i <;> fin_cases j <;>
      simp [pairLift, Complex.cosh, Complex.sinh, vecMul_diagonal, Matrix.mul_apply,
        Fin.sum_univ_succ] <;> ring
  · rw [hz, fock_matrices.2.1, exp_of_diagonalization 1 1 _ ![-a, 0, 0, a] (one_mul 1)
      (by ext i j; fin_cases i <;> fin_cases j <;> norm_num)]
    ext i j; fin_cases i <;> fin_cases j <;> simp [pairLift]
```

## Decoupling the interaction

Let $x=\Delta\tau\,U$, with time step $\Delta\tau>0$ and Hubbard coupling $U$ (repulsive for $U>0$, attractive for $U<0$), and let $\lambda$ (Lean's `l`) satisfy $\cosh\lambda=e^{-x/2}$. This condition tunes the field strength to the interaction: for real $x>0$ it makes $\lambda$ imaginary, and for $x<0$ it allows real $\lambda$. The average $(e^{\lambda D}+e^{-\lambda D})/2$ cancels the $\sinh$ terms, leaving $\cosh\lambda$ on $|0\rangle,|d\rangle$ and $1$ on the single-electron states. Multiplication by $e^{x/4}$ gives $e^{-x/4}$ and $e^{x/4}$ respectively, which are the entries of $e^{-xI}$:
$$e^{-xI}=\tfrac12e^{x/4}\left(e^{\lambda D}+e^{-\lambda D}\right).$$
In the proof, `hc` is the scalar step and `hE` writes the left side as a diagonal matrix. The theorem takes complex $x$ and $\lambda$, with the condition on $\cosh\lambda$ as its hypothesis.

```lean
/-- Hubbard-Stratonovich identity in the pairing channel, with `x` the time step times `U`: if
`cosh l = exp(-x/2)`, the interaction factor `exp(-x I)`, with `I` the interaction, is `exp(x/4)`
times the average of `exp(l D)` and `exp(-l D)`, with `D` the pairing operator. -/
theorem pairing_decoupling (x l : ℂ) (h : cosh l = Complex.exp (-x / 2)) :
    exp ((-x) • interaction) =
      (Complex.exp (x / 4) / 2) • (exp (l • pairing) + exp ((-l) • pairing)) := by
  have hc : Complex.exp (x / 4) * cosh l = Complex.exp (-x / 4) := by
    rw [h, ← Complex.exp_add]; congr 1; ring
  have hE : exp ((-x) • interaction) = diagonal ![Complex.exp (x / 4) * cosh l,
      Complex.exp (x / 4), Complex.exp (x / 4), Complex.exp (x / 4) * cosh l] := by
    rw [hc, fock_matrices.2.2, exp_of_diagonalization 1 1 _ ![-x / 4, x / 4, x / 4, -x / 4]
      (one_mul 1) (by ext i j; fin_cases i <;> fin_cases j <;> simp <;> ring)]
    ext i j; fin_cases i <;> fin_cases j <;> simp
  rw [hE, (exp_generators l).2.2.1, (exp_generators (-l)).2.2.1,
    (exp_generators l).1, (exp_generators (-l)).1]
  ext i j; fin_cases i <;> fin_cases j <;> simp [pairLift] <;> ring
```

The individual field terms can change the electron number. Already $(DN)_{03}=2$ while $(ND)_{03}=0$, so $D$ and $N$ do not commute.

```lean
/-- The pairing operator does not commute with the electron number. -/
theorem pairing_not_commute_number : ¬ Commute pairing number := by
  intro h
  have h' := congrFun (congrFun h.eq 0) 3
  rw [fock_matrices.1, fock_matrices.2.1] at h'
  simp [diagonal_mul] at h'
```

## From the Fock trace to a determinant

Since the lift acts as a block on $(|d\rangle,|0\rangle)$ and as the identity elsewhere, it respects products.

```lean
/-- Lifting from Nambu space to Fock space respects products. -/
theorem pairLift_mul (A B : Op 2) : pairLift A * pairLift B = pairLift (A * B) := by
  ext i j; fin_cases i <;> fin_cases j <;>
    simp [pairLift, Matrix.mul_apply, Fin.sum_univ_succ] <;> ring
```

Let $P$ be the ordered product of Nambu slices, the first list entry standing leftmost. Each slice has determinant $(\cosh^2a-\sinh^2a)\,e^me^{-m}=1$, so $\det P=1$. The Fock product is the lift of $P$, and its trace is
$$2+\operatorname{tr}P=1+\operatorname{tr}P+\det P=\det(1+P).$$
The induction `key` carries both facts along the list `l`, and `linear_combination` closes the last equality using $\det P=1$. The fields are arbitrary complex numbers and may differ between slices; with no slices, both sides equal 4.

```lean
/-- For any number of time slices and any complex fields, the Fock-space trace of the ordered
product of slices is a two-by-two Nambu determinant. -/
theorem trace_slices (l : List (ℂ × ℂ)) :
    (l.map fockSlice).prod.trace = (1 + (l.map nambuSlice).prod).det := by
  have hs : ∀ p, fockSlice p = pairLift (nambuSlice p) := fun p => by
    rw [fockSlice, nambuSlice, (exp_generators p.1).2.2.1, (exp_generators p.2).2.2.2,
      pairLift_mul]
  have hdet : ∀ p, (nambuSlice p).det = 1 := fun p => by
    have he : Complex.exp p.2 * Complex.exp (-p.2) = 1 := by rw [← Complex.exp_add]; simp
    rw [nambuSlice, det_mul, (exp_generators p.1).1, (exp_generators p.2).2.1,
      det_fin_two_of, det_fin_two_of]
    linear_combination (cosh p.1 ^ 2 - sinh p.1 ^ 2) * he + Complex.cosh_sq_sub_sinh_sq p.1
  -- the product of lifted slices is the lift of a product with unit determinant
  have key : (l.map fockSlice).prod = pairLift (l.map nambuSlice).prod ∧
      (l.map nambuSlice).prod.det = 1 := by
    induction l with
    | nil =>
      refine ⟨?_, by simp⟩
      ext i j; fin_cases i <;> fin_cases j <;> simp [pairLift]
    | cons p l ih =>
      rw [List.map_cons, List.map_cons, List.prod_cons, List.prod_cons, ih.1, hs,
        pairLift_mul, det_mul, hdet, ih.2]
      exact ⟨rfl, one_mul 1⟩
  obtain ⟨h1, h2⟩ := key
  rw [h1]
  generalize (l.map nambuSlice).prod = P at h2 ⊢
  have ht : (pairLift P).trace = 2 + P 0 0 + P 1 1 := by
    simp [pairLift, Matrix.trace, Fin.sum_univ_succ]; ring
  have hd : (1 + P).det = (1 + P 0 0) * (1 + P 1 1) - P 0 1 * P 1 0 := by
    simp [det_fin_two]
  rw [det_fin_two] at h2
  rw [ht, hd]
  linear_combination -h2
```

One slice is the list with a single entry.

```lean
/-- For a single slice the Fock-space trace is the determinant of the identity plus the Nambu
version of that slice. -/
theorem trace_one_slice (a m : ℂ) :
    (exp (a • pairing) * exp (m • (number - 1))).trace =
      (1 + exp (a • sigmaX) * exp (m • sigmaZ)).det := by
  simpa only [List.map_cons, List.map_nil, List.prod_cons, List.prod_nil, mul_one,
    fockSlice, nambuSlice] using trace_slices [(a, m)]

end

end PairingHubbardStratonovich
```

```lean
#print axioms PairingHubbardStratonovich.anticommutation
#print axioms PairingHubbardStratonovich.pairing_decoupling
#print axioms PairingHubbardStratonovich.pairing_not_commute_number
#print axioms PairingHubbardStratonovich.trace_one_slice
```

```
'PairingHubbardStratonovich.anticommutation' depends on axioms: [propext, Classical.choice, Quot.sound]
'PairingHubbardStratonovich.pairing_decoupling' depends on axioms: [propext, Classical.choice, Quot.sound]
'PairingHubbardStratonovich.pairing_not_commute_number' depends on axioms: [propext, Classical.choice, Quot.sound]
'PairingHubbardStratonovich.trace_one_slice' depends on axioms: [propext, Classical.choice, Quot.sound]
```

In auxiliary-field Monte Carlo, determinants of this kind enter the weights of field configurations; here the site is isolated, without hopping. Expanding a product of interaction factors and chemical factors over the signs of $\lambda$ would write the site's partition function as a sum of these determinants times a common scalar factor, a step left unformalised.
